# Inverse-square weights minimise the norm of an affine combination of orthogonal nonzero residuals

Let $E$ be a real inner-product space, of finite or infinite dimension, and let $r_0,\dots,r_k$ be nonzero vectors in $E$ with $\langle r_i,r_j\rangle=0$ for $i\ne j$. The index starts at zero, so there are $k+1$ vectors, and $k=0$ is allowed. Define

$$S_k=\sum_{j=0}^{k}\frac{1}{\|r_j\|^2},\qquad w_{k,j}=\frac{\|r_j\|^{-2}}{S_k},\qquad s_k=\sum_{j=0}^{k}w_{k,j}\,r_j .$$

The $w_{k,j}$ are the smoothing weights and $s_k$ is the smoothed residual. An affine combination is a sum $\sum_j c_jr_j$ with real coefficients satisfying $\sum_jc_j=1$; the coefficients may be negative. For a linear system $Ax=b$ with iterates $x_j$, the residuals are $r_j=b-Ax_j$.

The claim is that

$$\min_{\sum_j c_j=1}\Big\|\sum_{j=0}^{k}c_jr_j\Big\|^2=\frac1{S_k},$$

and that the minimum is attained only at $c_j=w_{k,j}$.

In exact arithmetic, the conjugate gradient method (CG) for a symmetric positive definite $A$ produces such residuals until it converges, and averaging its iterates with these weights gives the MINRES iterate from the same starting vector; the theorems below establish the more limited fact that the average is optimal among affine combinations of the iterates. The same constrained minimisation occurs in DIIS convergence acceleration for self-consistent-field calculations, but there the error vectors are generally not orthogonal and the closed form does not apply.

## Completing the square

Orthogonality removes the cross terms from the squared norm:

$$\Big\|\sum_jc_jr_j\Big\|^2=\sum_{i,j}c_ic_j\langle r_i,r_j\rangle=\sum_jc_j^2\|r_j\|^2 .$$

The weights add up to one, and they satisfy $\|r_j\|^2w_{k,j}=1/S_k$ for every $j$. Hence

$$\|r_j\|^2(c_j-w_{k,j})^2=c_j^2\|r_j\|^2-\frac{2}{S_k}c_j+\frac1{S_k}w_{k,j}.$$

Summing over $j$, with $\sum_jc_j=\sum_jw_{k,j}=1$, gives $\sum_jc_j^2\|r_j\|^2-1/S_k$ on the right. Therefore

$$\Big\|\sum_jc_jr_j\Big\|^2=\frac1{S_k}+\sum_j\|r_j\|^2(c_j-w_{k,j})^2 .$$

The last sum is nonnegative, which proves that $1/S_k$ is a lower bound. Since every $\|r_j\|^2$ is positive, the sum vanishes exactly when $c_j=w_{k,j}$ for all $j\le k$. In particular $\|s_k\|^2=1/S_k$.

## Updating from the newest residual

Suppose that $r_0,\dots,r_{k+1}$ are nonzero and mutually orthogonal, and put $\rho=\|r_{k+1}\|^2$. Then $S_{k+1}=S_k+1/\rho$. Define the step

$$\theta=\frac{\|s_k\|^2}{\|s_k\|^2+\rho}=\frac{1/S_k}{1/S_k+\rho}=\frac{1}{\rho S_{k+1}},\qquad 1-\theta=\frac{S_k}{S_{k+1}} .$$

Since $S_ks_k=\sum_{j\le k}r_j/\|r_j\|^2$, we obtain

$$s_k+\theta(r_{k+1}-s_k)=(1-\theta)s_k+\theta r_{k+1}=\frac{1}{S_{k+1}}\Big(\sum_{j\le k}\frac{r_j}{\|r_j\|^2}+\frac{r_{k+1}}{\rho}\Big)=s_{k+1}.$$

The update therefore needs only $s_k$ and $r_{k+1}$, not the earlier residuals.

## Averaging the iterates

If $\sum_jc_j=1$, then $b=\sum_jc_jb$, and linearity of $A$ gives

$$b-A\sum_jc_jx_j=\sum_jc_j(b-Ax_j)=\sum_jc_jr_j .$$

So $\sum_jw_{k,j}x_j$ has residual $s_k$, and no other affine combination of $x_0,\dots,x_k$ has a residual of smaller norm. This argument uses neither symmetry nor invertibility of $A$.

## Two vectors that are not orthogonal

Take $r_0=(1,0)$ and $r_1=(1,1)$ in the plane. Both are nonzero, but their inner product is $1$. Here $S_1=3/2$, so the formula would give a minimum of $2/3$. An affine combination has the form $(1,c_1)$, whose squared norm $1+c_1^2$ is never below $1$. The weights $2/3$ and $1/3$ give $10/9$, which is worse than using $r_0$ alone.

## The vectors and weights in Lean

The ambient space `E` is a real inner-product space, with no assumption of completeness or finite dimension. Complex spaces are not covered.

```lean
import Mathlib

open Finset

namespace ResidualSmoothing

noncomputable section

variable {E : Type*} [NormedAddCommGroup E] [InnerProductSpace ℝ E]
```

The residuals are a sequence `r : ℕ → E`, of which only the entries up to `k` are constrained. The structure below collects the two assumptions. They are hypotheses on the vectors: the development does not derive them from the CG recurrences, and rounding errors, which destroy exact orthogonality, are not modelled.

```lean
/-- The residuals `r 0, ..., r k` are nonzero and mutually orthogonal. -/
structure OrthogonalResiduals (r : ℕ → E) (k : ℕ) : Prop where
  ne_zero : ∀ j ≤ k, r j ≠ 0
  orth : ∀ i ≤ k, ∀ j ≤ k, i ≠ j → inner ℝ (r i) (r j) = 0
```

The number $S_k$ is `invSum r k`. The set `range (k + 1)` consists of $0,\dots,k$.

```lean
/-- The sum of the inverse squared norms of `r 0, ..., r k`, for nonzero residuals. -/
def invSum (r : ℕ → E) (k : ℕ) : ℝ := ∑ j ∈ range (k + 1), (‖r j‖ ^ 2)⁻¹
```

The weight $w_{k,j}$ is `weight r k j`, with the final index first in order and the residual's own index second.

```lean
/-- The normalised inverse-square weight of the residual `r j`, for nonzero residuals. -/
def weight (r : ℕ → E) (k j : ℕ) : ℝ := (‖r j‖ ^ 2)⁻¹ / invSum r k
```

The smoothed residual $s_k$ is the corresponding vector sum.

```lean
/-- The smoothed residual: the weighted mean of `r 0, ..., r k`, for nonzero residuals. -/
def smoothed (r : ℕ → E) (k : ℕ) : E := ∑ j ∈ range (k + 1), weight r k j • r j
```

For linear systems, `A` is an arbitrary linear map from `E` to itself, and `residual A b x j` is $b-Ax_j$.

```lean
/-- The residual `b - A x_j` of the `j`-th iterate. -/
def residual (A : E →ₗ[ℝ] E) (b : E) (x : ℕ → E) (j : ℕ) : E := b - A (x j)
```

The averaged iterate uses weights computed from the residuals, but applies them to the vectors `x j`.

```lean
/-- The mean of the iterates `x 0, ..., x k` with the weights of their residuals,
for nonzero residuals. -/
def smoothedIterate (A : E →ₗ[ℝ] E) (b : E) (x : ℕ → E) (k : ℕ) : E :=
  ∑ j ∈ range (k + 1), weight (residual A b x) k j • x j
```

## Positivity, normalisation and the missing cross terms

For nonzero residuals the sum $S_k$ is positive, because it has at least one term and each term is positive. This justifies the later divisions by $S_k$.

```lean
/-- The sum of inverse squared residual norms is positive. -/
theorem invSum_pos {r : ℕ → E} {k : ℕ} (h : OrthogonalResiduals r k) : 0 < invSum r k := by
  refine Finset.sum_pos (fun j hj => ?_) ⟨0, by simp⟩
  have := norm_pos_iff.mpr (h.ne_zero j (Nat.le_of_lt_succ (mem_range.mp hj)))
  positivity
```

Taking the common denominator out of the sum of weights leaves $S_k/S_k$, which equals $1$ because $S_k$ is positive for nonzero residuals.

```lean
/-- The smoothing weights add up to one. -/
theorem sum_weight {r : ℕ → E} {k : ℕ} (h : OrthogonalResiduals r k) :
    ∑ j ∈ range (k + 1), weight r k j = 1 := by
  unfold weight
  rw [← Finset.sum_div]
  exact div_self (invSum_pos h).ne'
```

The next lemma is the expansion of the squared norm. The proof writes it as an inner product and expands both sums. For each fixed `i`, `Finset.sum_eq_single` keeps only the term with `j = i`, since orthogonality makes the others zero.

```lean
/-- The squared norm of a combination of orthogonal residuals has no cross terms. -/
theorem norm_sq_combination {r : ℕ → E} {k : ℕ} (h : OrthogonalResiduals r k) (c : ℕ → ℝ) :
    ‖∑ j ∈ range (k + 1), c j • r j‖ ^ 2 = ∑ j ∈ range (k + 1), c j ^ 2 * ‖r j‖ ^ 2 := by
  rw [← real_inner_self_eq_norm_sq, sum_inner]
  refine Finset.sum_congr rfl fun i hi => ?_
  rw [inner_sum, Finset.sum_eq_single i]
  · rw [real_inner_smul_left, real_inner_smul_right, real_inner_self_eq_norm_sq]
    ring
  · intro j hj hji
    rw [real_inner_smul_left, real_inner_smul_right,
      h.orth i (Nat.le_of_lt_succ (mem_range.mp hi)) j
        (Nat.le_of_lt_succ (mem_range.mp hj)) hji.symm]
    ring
  · intro hn
    exact absurd hi hn
```

## The minimum and its unique coefficients

The completed square is stated as an identity for every coefficient sequence of sum one. Inside the proof, `hw` is the relation $\|r_j\|^2w_{k,j}=1/S_k$, and `key` is the expansion of a single square. The `linear_combination` step multiplies `hw` by $w_{k,j}-2c_j$, which accounts for the difference between the two sides of `key`. Summation and the two normalisation conditions then finish the calculation.

```lean
/-- For orthogonal nonzero residuals and coefficients of sum one, the squared norm of the
combination is `1 / invSum r k` plus a weighted sum of squared deviations from the smoothing
weights. -/
theorem norm_sq_eq_min_add {r : ℕ → E} {k : ℕ} (h : OrthogonalResiduals r k) (c : ℕ → ℝ)
    (hc : ∑ j ∈ range (k + 1), c j = 1) :
    ‖∑ j ∈ range (k + 1), c j • r j‖ ^ 2 =
      1 / invSum r k + ∑ j ∈ range (k + 1), ‖r j‖ ^ 2 * (c j - weight r k j) ^ 2 := by
  have hS := (invSum_pos h).ne'
  -- complete the square in each coefficient
  have key : ∀ j ∈ range (k + 1), ‖r j‖ ^ 2 * (c j - weight r k j) ^ 2 =
      c j ^ 2 * ‖r j‖ ^ 2 - 2 / invSum r k * c j + 1 / invSum r k * weight r k j := by
    intro j hj
    have hr := norm_ne_zero_iff.mpr (h.ne_zero j (Nat.le_of_lt_succ (mem_range.mp hj)))
    have hw : ‖r j‖ ^ 2 * weight r k j = 1 / invSum r k := by
      unfold weight
      field_simp
    linear_combination (weight r k j - 2 * c j) * hw
  rw [norm_sq_combination h, Finset.sum_congr rfl key, Finset.sum_add_distrib,
    Finset.sum_sub_distrib, ← Finset.mul_sum, ← Finset.mul_sum, hc, sum_weight h]
  ring
```

The main theorem has two parts. `IsLeast` says that $1/S_k$ belongs to the set of attainable squared norms and is a lower bound for that set. The second part says that an admissible `c` attains this value if and only if `c j = weight r k j` for every `j ≤ k`. Coefficients are functions on all natural numbers, so uniqueness concerns only the entries that enter the sum.

The proof treats four goals in turn. Inserting the weights makes the squared deviations vanish, which shows attainment. Nonnegativity of the deviations gives the lower bound. If a combination attains the minimum, the sum of nonnegative deviations is zero, so each term is zero, and the nonzero factor $\|r_j\|^2$ can be removed. The converse is direct substitution.

```lean
/-- The least squared norm of a combination of orthogonal nonzero residuals with coefficients of sum
one is the inverse of the sum of `‖r j‖⁻²`, attained only at the smoothing weights. -/
theorem residual_smoothing {r : ℕ → E} {k : ℕ} (h : OrthogonalResiduals r k) :
    IsLeast {q : ℝ | ∃ c : ℕ → ℝ, ∑ j ∈ range (k + 1), c j = 1 ∧
      q = ‖∑ j ∈ range (k + 1), c j • r j‖ ^ 2} (1 / invSum r k) ∧
    ∀ c : ℕ → ℝ, ∑ j ∈ range (k + 1), c j = 1 →
      (‖∑ j ∈ range (k + 1), c j • r j‖ ^ 2 = 1 / invSum r k ↔
        ∀ j ≤ k, c j = weight r k j) := by
  refine ⟨⟨⟨weight r k, sum_weight h, ?_⟩, ?_⟩, fun c hc => ⟨fun heq j hj => ?_, fun hw => ?_⟩⟩
  · rw [norm_sq_eq_min_add h _ (sum_weight h)]
    simp
  · rintro q ⟨c, hc, rfl⟩
    rw [norm_sq_eq_min_add h c hc]
    exact le_add_of_nonneg_right (Finset.sum_nonneg fun j _ => by positivity)
  · -- at the minimum every squared deviation vanishes
    rw [norm_sq_eq_min_add h c hc] at heq
    have h0 : ∑ j ∈ range (k + 1), ‖r j‖ ^ 2 * (c j - weight r k j) ^ 2 = 0 := by linarith
    have h1 := (Finset.sum_eq_zero_iff_of_nonneg (fun j _ => by positivity)).mp h0 j
      (mem_range.mpr (Nat.lt_succ_of_le hj))
    have hr := pow_ne_zero 2 (norm_ne_zero_iff.mpr (h.ne_zero j hj))
    exact sub_eq_zero.mp ((pow_eq_zero_iff two_ne_zero).mp ((mul_eq_zero.mp h1).resolve_left hr))
  · rw [norm_sq_eq_min_add h c hc, Finset.sum_eq_zero, add_zero]
    intro j hj
    rw [hw j (Nat.le_of_lt_succ (mem_range.mp hj))]
    ring
```

## The one-step update in Lean

The theorem `smoothed_succ` assumes orthogonality up to `k + 1` and states the update with step $\theta$. The proof first restricts the assumption to the indices up to `k` and obtains $\|s_k\|^2=1/S_k$ from the main theorem. The statement `hsm` pulls the common factor $1/S_m$ out of $s_m$, and `hS'` is $S_{k+1}=S_k+1/\rho$. Finally, `match_scalars` reduces the vector identity to one equation for the coefficient of the old sum and one for that of $r_{k+1}$. These are the equalities $1/S_{k+1}=(1-\theta)/S_k$ and $1/(\rho S_{k+1})=\theta$.

```lean
/-- For orthogonal nonzero residuals, the smoothed residual is updated from its predecessor and the
newest residual alone. -/
theorem smoothed_succ {r : ℕ → E} {k : ℕ} (h : OrthogonalResiduals r (k + 1)) :
    smoothed r (k + 1) = smoothed r k +
      (‖smoothed r k‖ ^ 2 / (‖smoothed r k‖ ^ 2 + ‖r (k + 1)‖ ^ 2)) •
        (r (k + 1) - smoothed r k) := by
  have h' : OrthogonalResiduals r k :=
    ⟨fun j hj => h.ne_zero j (by omega), fun i hi j hj => h.orth i (by omega) j (by omega)⟩
  have hn : ‖smoothed r k‖ ^ 2 = 1 / invSum r k :=
    ((residual_smoothing h').2 _ (sum_weight h')).mpr fun _ _ => rfl
  have hsm : ∀ m, smoothed r m =
      (invSum r m)⁻¹ • ∑ j ∈ range (m + 1), (‖r j‖ ^ 2)⁻¹ • r j := by
    intro m
    simp only [smoothed, weight, Finset.smul_sum, smul_smul, div_eq_inv_mul]
  have hS' : invSum r (k + 1) = invSum r k + (‖r (k + 1)‖ ^ 2)⁻¹ := Finset.sum_range_succ _ _
  have hS := invSum_pos h'
  have hN : 0 < ‖r (k + 1)‖ := norm_pos_iff.mpr (h.ne_zero _ le_rfl)
  rw [hn, hsm, hsm, hS', Finset.sum_range_succ _ (k + 1)]
  -- compare the coefficients of the old sum and of the new residual
  match_scalars <;> field_simp <;> ring
```

## Optimality among affine combinations of iterates

The next theorem compares the averaged iterate with any affine combination of `x 0, ..., x k`. Its conclusion concerns norms, not squared norms. The Krylov space does not appear in the statement, so the identification with MINRES mentioned at the start is not proved here.

The auxiliary statement `hres` is the passage from combined iterates to combined residuals, where the coefficient sum must be one to recover a single copy of $b$. The proof then compares squares, which is equivalent because norms are nonnegative, and applies the minimum already found.

```lean
/-- If the iterates have orthogonal nonzero residuals, no combination of them with coefficients of
sum one has a smaller residual norm than the smoothed iterate. -/
theorem smoothedIterate_minimal {A : E →ₗ[ℝ] E} {b : E} {x : ℕ → E} {k : ℕ}
    (h : OrthogonalResiduals (residual A b x) k) (c : ℕ → ℝ)
    (hc : ∑ j ∈ range (k + 1), c j = 1) :
    ‖b - A (smoothedIterate A b x k)‖ ≤ ‖b - A (∑ j ∈ range (k + 1), c j • x j)‖ := by
  -- the residual of an affine combination is the same combination of residuals
  have hres : ∀ d : ℕ → ℝ, ∑ j ∈ range (k + 1), d j = 1 →
      b - A (∑ j ∈ range (k + 1), d j • x j) =
        ∑ j ∈ range (k + 1), d j • residual A b x j := by
    intro d hd
    simp_rw [residual, smul_sub]
    rw [Finset.sum_sub_distrib, ← Finset.sum_smul, hd, one_smul, map_sum]
    simp only [map_smul]
  have hn := ((residual_smoothing h).2 _ (sum_weight h)).mpr fun _ _ => rfl
  unfold smoothedIterate
  rw [hres _ (sum_weight h), hres c hc,
    ← pow_le_pow_iff_left₀ (norm_nonneg _) (norm_nonneg _) two_ne_zero]
  exact hn.trans_le ((residual_smoothing h).1.2 ⟨c, hc, rfl⟩)
```

## A two-dimensional system

A concrete system satisfies the assumptions. Its operator is $A=\operatorname{diag}(1,3)$, acting on the Euclidean plane.

```lean
/-- The diagonal operator with entries 1 and 3 on the plane. -/
def modelOp : EuclideanSpace ℝ (Fin 2) →ₗ[ℝ] EuclideanSpace ℝ (Fin 2) :=
  Matrix.toEuclideanLin !![1, 0; 0, 3]
```

The iterates are $x_j=(j/2,j/2)$, of which only $x_0=(0,0)$ and $x_1=(1/2,1/2)$ are used.

```lean
/-- The iterates `(j/2, j/2)` in the plane. -/
def modelIter (j : ℕ) : EuclideanSpace ℝ (Fin 2) := !₂[(j : ℝ) / 2, (j : ℝ) / 2]
```

With $b=(1,1)$ the residuals are $r_0=(1,1)$ and $r_1=(1/2,-1/2)$. They are nonzero and orthogonal, which is what the theorem states for `k = 1`. Their squared norms are $2$ and $1/2$, so $S_1=5/2$ and the weights are $1/5$ and $4/5$. The smoothed residual is $(3/5,-1/5)$, with squared norm $2/5$, smaller than that of either residual.

The proof computes the general residual $(1-j/2,\,1-3j/2)$. Its first component vanishes only at $j=2$, which the bound `j ≤ 1` excludes. For orthogonality, `interval_cases` runs through the possible index pairs and the inner products are evaluated numerically.

```lean
/-- For the diagonal model operator and right-hand side `(1, 1)`, the first two model iterates
have orthogonal nonzero residuals. -/
theorem orthogonalResiduals_witness :
    OrthogonalResiduals (residual modelOp !₂[1, 1] modelIter) 1 := by
  have hr : ∀ j : ℕ, residual modelOp !₂[1, 1] modelIter j =
      !₂[1 - (j : ℝ) / 2, 1 - 3 * ((j : ℝ) / 2)] := by
    intro j
    ext i
    fin_cases i <;> simp [residual, modelOp, modelIter]
    ring
  refine ⟨fun j hj h0 => ?_, fun i hi j hj hij => ?_⟩
  · rw [hr] at h0
    have h1 : (1 : ℝ) - (j : ℝ) / 2 = 0 := congrArg (fun v => v.ofLp 0) h0
    have h2 : (j : ℝ) ≤ 1 := by exact_mod_cast hj
    linarith
  · rw [hr, hr]
    interval_cases i <;> interval_cases j <;>
      simp [PiLp.inner_apply, Fin.sum_univ_two] at hij ⊢ <;> norm_num

end

end ResidualSmoothing
```

```lean
#print axioms ResidualSmoothing.residual_smoothing
#print axioms ResidualSmoothing.smoothed_succ
#print axioms ResidualSmoothing.smoothedIterate_minimal
```

```
'ResidualSmoothing.residual_smoothing' depends on axioms: [propext, Classical.choice, Quot.sound]
'ResidualSmoothing.smoothed_succ' depends on axioms: [propext, Classical.choice, Quot.sound]
'ResidualSmoothing.smoothedIterate_minimal' depends on axioms: [propext, Classical.choice, Quot.sound]
```
